# Core and valence densities in LDA exchange: strict bounds on a diagonal matrix element over a finite grid

On a finite grid with points $i$, let $n_{v,i}$ and $n_{c,i}$ be the valence and core densities, $w_i$ the orbital weights, $\langle V\rangle=\sum_i w_iV_i$ the matrix element of a local potential $V$, and $v(n)=-c\,n^p$ the exchange potential, with $c>0$, $0<p<1$ and $p=1/3$ for LDA. The core shift at a point with valence density $a$ and core density $b$ is $\Delta(a,b)=v(a)-v(a+b)$, and $\langle\Delta\rangle$ takes $a=n_{v,i}$, $b=n_{c,i}$.

```lean
import Mathlib

open Real Finset

namespace CoreValenceExchange

noncomputable section

variable {ι : Type*} [Fintype ι] {c p : ℝ}

/-- Local power-law exchange potential `v(n) = -c n^p`. -/
def vx (c p n : ℝ) : ℝ := -c * n ^ p

/-- LDA exchange potential `v(n) = -c n^(1/3)`. -/
def vLDA (c n : ℝ) : ℝ := vx c (1 / 3) n

/-- Matrix element `∑ w_i V_i` of a local potential `V` with orbital weights `w` on a grid. -/
def melem (w V : ι → ℝ) : ℝ := ∑ i, w i * V i

/-- Core shift `v(nv) - v(nv + nc)` of the exchange potential at one point. -/
def coreShift (c p nv nc : ℝ) : ℝ := vx c p nv - vx c p (nv + nc)

/-- For an exponent below one, the power of a sum of two positive densities is strictly
smaller than the sum of their powers. -/
theorem rpow_add_lt (hp1 : p < 1) {a b : ℝ} (ha : 0 < a) (hb : 0 < b) :
    (a + b) ^ p < a ^ p + b ^ p := by
  have key : ∀ x : ℝ, 0 < x → x ^ p = x * x ^ (p - 1) := by
    intro x hx
    rw [Real.rpow_sub hx, Real.rpow_one]
    field_simp
  have hp : p - 1 < 0 := by linarith
  -- x^(p-1) decreases, so each part of a + b contributes less than on its own
  have h1 := Real.rpow_lt_rpow_of_neg ha (show a < a + b by linarith) hp
  have h2 := Real.rpow_lt_rpow_of_neg hb (show b < a + b by linarith) hp
  have m1 := mul_lt_mul_of_pos_left h1 ha
  have m2 := mul_lt_mul_of_pos_left h2 hb
  have e1 := key (a + b) (add_pos ha hb)
  have e2 := key a ha
  have e3 := key b hb
  nlinarith [m1, m2, e1, e2, e3]

/-- For `c > 0` and `p > 0`, at a point with nonnegative densities the core shift is nonnegative,
and it is positive if the core density is positive. -/
theorem coreShift_lower (hc : 0 < c) (hp0 : 0 < p) {a b : ℝ} (ha : 0 ≤ a) (hb : 0 ≤ b) :
    0 ≤ coreShift c p a b ∧ (0 < b → 0 < coreShift c p a b) := by
  have strict : 0 < b → 0 < coreShift c p a b := by
    intro hb'
    have h := Real.rpow_lt_rpow ha (show a < a + b by linarith) hp0
    have := mul_lt_mul_of_pos_left h hc
    unfold coreShift vx
    linarith
  refine ⟨?_, strict⟩
  rcases hb.eq_or_lt with h | h
  · simp [coreShift, ← h]
  · exact (strict h).le

/-- For `c > 0` and `0 < p < 1`, at a point with nonnegative densities the core shift is at most
`-v(b)`, with `b` the core density, and strictly less if both densities are positive. -/
theorem coreShift_upper (hc : 0 < c) (hp0 : 0 < p) (hp1 : p < 1) {a b : ℝ}
    (ha : 0 ≤ a) (hb : 0 ≤ b) :
    coreShift c p a b ≤ -vx c p b ∧ (0 < a → 0 < b → coreShift c p a b < -vx c p b) := by
  have strict : 0 < a → 0 < b → coreShift c p a b < -vx c p b := by
    intro ha' hb'
    have := mul_lt_mul_of_pos_left (rpow_add_lt hp1 ha' hb') hc
    unfold coreShift vx
    nlinarith [this]
  refine ⟨?_, strict⟩
  rcases ha.eq_or_lt with h | h
  · simp [coreShift, vx, ← h, Real.zero_rpow hp0.ne']
  · rcases hb.eq_or_lt with h' | h'
    · simp [coreShift, vx, ← h', Real.zero_rpow hp0.ne']
    · exact (strict h h').le

/-- The matrix element of the core shift is the valence-only matrix element minus the
full-density one. -/
theorem melem_coreShift (w nv nc : ι → ℝ) :
    melem w (fun i => coreShift c p (nv i) (nc i)) =
      melem w (fun i => vx c p (nv i)) - melem w (fun i => vx c p (nv i + nc i)) := by
  simp [melem, coreShift, mul_sub, Finset.sum_sub_distrib]

/-- For `c > 0`, `p > 0` and nonnegative weights and densities, the matrix element of the core shift
is positive if some grid point has positive weight and positive core density. -/
theorem melem_coreShift_pos (hc : 0 < c) (hp0 : 0 < p) {w nv nc : ι → ℝ}
    (hw : ∀ i, 0 ≤ w i) (hv : ∀ i, 0 ≤ nv i) (hn : ∀ i, 0 ≤ nc i)
    (hex : ∃ i, 0 < w i ∧ 0 < nc i) :
    0 < melem w (fun i => coreShift c p (nv i) (nc i)) := by
  obtain ⟨j, hwj, hnj⟩ := hex
  exact Finset.sum_pos'
    (fun i _ => mul_nonneg (hw i) (coreShift_lower hc hp0 (hv i) (hn i)).1)
    ⟨j, Finset.mem_univ j, mul_pos hwj ((coreShift_lower hc hp0 (hv j) (hn j)).2 hnj)⟩

/-- For `c > 0`, `0 < p < 1` and nonnegative weights and densities, the matrix element of the core
shift is below minus that of the core potential if at some grid point weight and both densities are
positive. -/
theorem melem_coreShift_lt (hc : 0 < c) (hp0 : 0 < p) (hp1 : p < 1) {w nv nc : ι → ℝ}
    (hw : ∀ i, 0 ≤ w i) (hv : ∀ i, 0 ≤ nv i) (hn : ∀ i, 0 ≤ nc i)
    (hex : ∃ i, 0 < w i ∧ 0 < nv i ∧ 0 < nc i) :
    melem w (fun i => coreShift c p (nv i) (nc i)) < -melem w (fun i => vx c p (nc i)) := by
  obtain ⟨j, hwj, hvj, hnj⟩ := hex
  have e : -melem w (fun i => vx c p (nc i)) = melem w (fun i => -vx c p (nc i)) := by
    simp [melem, Finset.sum_neg_distrib]
  rw [e]
  exact Finset.sum_lt_sum
    (fun i _ => mul_le_mul_of_nonneg_left (coreShift_upper hc hp0 hp1 (hv i) (hn i)).1 (hw i))
    ⟨j, Finset.mem_univ j, mul_lt_mul_of_pos_left
      ((coreShift_upper hc hp0 hp1 (hv j) (hn j)).2 hvj hnj) hwj⟩

/-- For LDA exchange with `c > 0` and positive densities and weights on a nonempty grid, `0 < ∑ w
[v(nv) - v(nv + nc)] < -∑ w v(nc)`, and the full-density matrix element lies strictly between the
valence-plus-core sum and the valence-only matrix element. -/
theorem lda_core_valence [Nonempty ι] (hc : 0 < c) {w nv nc : ι → ℝ}
    (hw : ∀ i, 0 < w i) (hv : ∀ i, 0 < nv i) (hn : ∀ i, 0 < nc i) :
    (0 < melem w (fun i => vLDA c (nv i) - vLDA c (nv i + nc i)) ∧
      melem w (fun i => vLDA c (nv i) - vLDA c (nv i + nc i))
        < -melem w (fun i => vLDA c (nc i))) ∧
    (melem w (fun i => vLDA c (nv i)) + melem w (fun i => vLDA c (nc i))
        < melem w (fun i => vLDA c (nv i + nc i)) ∧
      melem w (fun i => vLDA c (nv i + nc i)) < melem w (fun i => vLDA c (nv i))) := by
  obtain ⟨j⟩ := ‹Nonempty ι›
  have h1 := melem_coreShift_pos (p := 1 / 3) hc (by norm_num) (fun i => (hw i).le)
    (fun i => (hv i).le) (fun i => (hn i).le) ⟨j, hw j, hn j⟩
  have h2 := melem_coreShift_lt (p := 1 / 3) hc (by norm_num) (by norm_num)
    (fun i => (hw i).le) (fun i => (hv i).le) (fun i => (hn i).le) ⟨j, hw j, hv j, hn j⟩
  refine ⟨⟨h1, h2⟩, ?_⟩
  rw [melem_coreShift] at h1 h2
  simp only [vLDA]
  constructor <;> linarith

/-- For `c > 0`, `p > 0`, positive weights and nonnegative densities, the valence-only matrix
element equals the full-density one exactly when the core density vanishes on the whole grid. -/
theorem valence_only_exact_iff (hc : 0 < c) (hp0 : 0 < p) {w nv nc : ι → ℝ}
    (hw : ∀ i, 0 < w i) (hv : ∀ i, 0 ≤ nv i) (hn : ∀ i, 0 ≤ nc i) :
    melem w (fun i => vx c p (nv i + nc i)) = melem w (fun i => vx c p (nv i)) ↔
      ∀ i, nc i = 0 := by
  constructor
  · intro h i
    by_contra hi
    have := melem_coreShift_pos hc hp0 (fun i => (hw i).le) hv hn
      ⟨i, hw i, lt_of_le_of_ne (hn i) (Ne.symm hi)⟩
    rw [melem_coreShift] at this
    linarith
  · intro h
    simp [h]

/-- For `c > 0`, `0 < p < 1`, positive weights and nonnegative densities, the valence and core
matrix elements add up to the full-density one exactly when at every grid point one of the densities
vanishes. -/
theorem separate_core_exact_iff (hc : 0 < c) (hp0 : 0 < p) (hp1 : p < 1) {w nv nc : ι → ℝ}
    (hw : ∀ i, 0 < w i) (hv : ∀ i, 0 ≤ nv i) (hn : ∀ i, 0 ≤ nc i) :
    melem w (fun i => vx c p (nv i + nc i)) =
        melem w (fun i => vx c p (nv i)) + melem w (fun i => vx c p (nc i)) ↔
      ∀ i, nv i = 0 ∨ nc i = 0 := by
  constructor
  · intro h i
    by_contra hi
    obtain ⟨h1, h2⟩ := not_or.mp hi
    have := melem_coreShift_lt hc hp0 hp1 (fun i => (hw i).le) hv hn
      ⟨i, hw i, lt_of_le_of_ne (hv i) (Ne.symm h1), lt_of_le_of_ne (hn i) (Ne.symm h2)⟩
    rw [melem_coreShift] at this
    linarith
  · intro h
    simp only [melem]
    rw [← Finset.sum_add_distrib]
    refine Finset.sum_congr rfl fun i _ => ?_
    rcases h i with h | h <;> simp [vx, h, Real.zero_rpow hp0.ne']

/-- For `c > 0`, `0 < p < 1` and positive weights and densities on a nonempty grid, the matrix
element of the core shift is strictly below that of `c p nv^(p-1) nc`, the expression linear in the
core density. -/
theorem melem_coreShift_lt_linear [Nonempty ι] (hc : 0 < c) (hp0 : 0 < p) (hp1 : p < 1)
    {w nv nc : ι → ℝ} (hw : ∀ i, 0 < w i) (hv : ∀ i, 0 < nv i) (hn : ∀ i, 0 < nc i) :
    melem w (fun i => coreShift c p (nv i) (nc i)) <
      melem w (fun i => c * p * nv i ^ (p - 1) * nc i) := by
  have pt : ∀ a b : ℝ, 0 < a → 0 < b → coreShift c p a b < c * p * a ^ (p - 1) * b := by
    intro a b ha hb
    have hs : 0 < b / a := div_pos hb ha
    have hs1 : 0 ≤ 1 + b / a := by linarith
    -- Bernoulli inequality in the density ratio b / a
    have hB : (1 + b / a) ^ p < 1 + p * (b / a) :=
      rpow_one_add_lt_one_add_mul_self (by linarith) hs.ne' hp0 hp1
    have e0 : a + b = a * (1 + b / a) := by field_simp
    have e1 : (a + b) ^ p = a ^ p * (1 + b / a) ^ p := by
      rw [← Real.mul_rpow ha.le hs1, ← e0]
    have e2 : a ^ (p - 1) * b = a ^ p * (b / a) := by
      rw [Real.rpow_sub ha, Real.rpow_one]
      ring
    have h : (a + b) ^ p < a ^ p + p * (a ^ (p - 1) * b) := by
      have := mul_lt_mul_of_pos_left hB (Real.rpow_pos_of_pos ha p)
      rw [e1, e2]
      nlinarith [this]
    have := mul_lt_mul_of_pos_left h hc
    unfold coreShift vx
    nlinarith [this]
  exact Finset.sum_lt_sum_of_nonempty Finset.univ_nonempty
    (fun i _ => mul_lt_mul_of_pos_left (pt _ _ (hv i) (hn i)) (hw i))

end

end CoreValenceExchange
```

```lean
#print axioms CoreValenceExchange.lda_core_valence
#print axioms CoreValenceExchange.valence_only_exact_iff
#print axioms CoreValenceExchange.separate_core_exact_iff
#print axioms CoreValenceExchange.melem_coreShift_lt_linear
```

```
'CoreValenceExchange.lda_core_valence' depends on axioms: [propext, Classical.choice, Quot.sound]
'CoreValenceExchange.valence_only_exact_iff' depends on axioms: [propext, Classical.choice, Quot.sound]
'CoreValenceExchange.separate_core_exact_iff' depends on axioms: [propext, Classical.choice, Quot.sound]
'CoreValenceExchange.melem_coreShift_lt_linear' depends on axioms: [propext, Classical.choice, Quot.sound]
```

## The bounds and their equality cases

The grid is the type `ι`, and `vx`, `vLDA`, `melem` and `coreShift` are $v$, its $p=1/3$ case, $\langle\cdot\rangle$ and $\Delta$. For positive weights and densities on a nonempty grid, a single point included, `lda_core_valence` gives $0<\langle\Delta\rangle<-\langle v(n_c)\rangle$ and
$$\langle v(n_v)\rangle+\langle v(n_c)\rangle<\langle v(n_v+n_c)\rangle<\langle v(n_v)\rangle .$$
The valence-only element is too shallow, and adding a separate core potential makes it too deep. The remaining theorems keep $p$ general. With positive weights and nonnegative densities, `valence_only_exact_iff` (any $p>0$) says that the valence-only element is exact if and only if $n_c$ vanishes on the whole grid, and `separate_core_exact_iff` says that the sum is exact if and only if one density vanishes at each point. With everything positive, `melem_coreShift_lt_linear` gives $\langle\Delta\rangle<\langle c\,p\,n_v^{p-1}n_c\rangle$.

## Weights, the constant and the GW subtraction

The weight stands for $|\psi(\mathbf r_i)|^2$ of one orbital $\psi$ times the volume element at the position $\mathbf r_i$; no normalisation is assumed. The constant $c$ is the exchange coefficient of the uniform electron gas, $(3/\pi)^{1/3}$ in Hartree units without spin polarisation, and enters only through $c>0$. The power law is postulated. Correlation, gradient corrections and off-diagonal elements, whose pair densities need not be nonnegative, are not covered.

A perturbative GW step corrects a Kohn–Sham eigenvalue by $Z\langle\Sigma-v_{xc}\rangle$, with self-energy $\Sigma$, renormalisation factor $Z$ and exchange-correlation potential $v_{xc}$. If the eigenvalue was computed with $v_{xc}$ at $n_v+n_c$, subtracting $v_{xc}$ at $n_v$ leaves a density-functional core-valence term in the energy, while subtracting the full-density element calls for core-valence exchange in $\Sigma$. For local exchange on a finite grid the two subtracted elements differ by $\langle\Delta\rangle$. With positive weights and densities, both $-\langle v(n_c)\rangle$ and the expression linear in $n_c$ strictly overestimate this difference. A projector augmented-wave (PAW) element combines grid sums with both signs, and the inequalities concern each sum separately, provided its weights and densities are positive.

## The inequalities at one point and their sum

Write $x^p=x\,x^{p-1}$ for $x>0$. Since $p-1<0$, both $a^{p-1}$ and $b^{p-1}$ exceed $(a+b)^{p-1}$ when $a,b>0$, so
$$(a+b)^p=a(a+b)^{p-1}+b(a+b)^{p-1}<a^p+b^p .$$
The shift is $\Delta(a,b)=c[(a+b)^p-a^p]$. It is positive for $b>0$ because $x^p$ increases, and zero for $b=0$. The inequality above gives $\Delta(a,b)<c\,b^p=-v(b)$, and with $0^p=0$ this becomes an equality if $a=0$ or $b=0$. Multiplying by $w_i\ge0$ and summing preserves both bounds, and one strict term with positive weight makes a bound strict. Inserting $\langle\Delta\rangle=\langle v(n_v)\rangle-\langle v(n_v+n_c)\rangle$ gives the ordering. Equality in a bound therefore excludes any such strict term, and conversely vanishing densities give equality term by term.

For the linear expression put $s=b/a>0$. Bernoulli's inequality $(1+s)^p<1+ps$, multiplied by $a^p$, gives $(a+b)^p<a^p+p\,a^{p-1}b$, hence $\Delta(a,b)<c\,p\,a^{p-1}b$, which is the term of first order in $b$.

## The same steps in Lean

In `rpow_add_lt`, `key` is $x^p=x\,x^{p-1}$, `h1` and `h2` compare the powers $p-1$, `m1` and `m2` multiply by $a$ and $b$, and `nlinarith` adds them. The lemmas `coreShift_lower` and `coreShift_upper` prove the strict case first and split on a vanishing density for the weak one, the latter through `Real.zero_rpow`. The summation is `Finset.sum_pos'` in `melem_coreShift_pos` and `Finset.sum_lt_sum` in `melem_coreShift_lt`, each given the strict point from `hex`. The main theorem takes any grid point for that role and rewrites with `melem_coreShift` before `linarith`. In the forward direction both equivalences assume an offending point and contradict the strict bound; the converses insert the vanishing densities with `simp`, term by term in `separate_core_exact_iff`. In `melem_coreShift_lt_linear`, `hB` is Bernoulli's inequality, and `e1` and `e2` factor out $a^p$.

## A grid of two points

Take $c=1$, $p=1/3$, $w=(\tfrac12,\tfrac12)$, $n_v=(1,8)$ and $n_c=(7,19)$, so that $n_v+n_c=(8,27)$. Then $\langle v(n_v)\rangle=-\tfrac12(1+2)=-1.5$ and $\langle v(n_v+n_c)\rangle=-\tfrac12(2+3)=-2.5$, so $\langle\Delta\rangle=1$. With $7^{1/3}\approx1.913$ and $19^{1/3}\approx2.668$, $\langle v(n_c)\rangle\approx-2.291$, and the ordering reads $-3.791<-2.5<-1.5$. The linear terms are $7/3\approx2.333$ and $19/12\approx1.583$, with weighted sum $1.958>1$. In these numbers the linear bound is the weaker upper bound at the first point and the tighter one at the second.
